# A scalar equation for the energies of two contact-interacting particles on a ring, away from the free pair energies

Two particles hop between two sites with amplitude $-t$ and have energy $U$ when they share a site. At total wave number zero, both doubly occupied configurations have one amplitude $a$, and both separated ones have one amplitude $b$. The Schrödinger equation becomes

$$Ea=Ua-2tb,\qquad Eb=-2ta.$$

Multiplying the first equation by $E$ and inserting the second gives $(E^2-UE-4t^2)a=0$. If $E^2\ne4t^2$, a nonzero state has $a\ne0$, and division by $E^2-4t^2$ gives

$$\frac U2\left(\frac1{E+2t}+\frac1{E-2t}\right)=1.$$

The denominators contain the energies $\mp2t$ of two free particles.

## The pair equation on $N$ sites

Let $h(r)$ be the hopping amplitude over displacement $r$, with $h(0)$ the one-particle on-site energy, and let $K$ be the total wave number, an integer modulo $N$. Write

$$e_q(x)=e^{2\pi iqx/N},\quad \hat h(q)=\sum_r h(r)e_q(-r),\quad \varepsilon_q=\hat h(q)+\hat h(K-q).$$

If $E\ne\varepsilon_q$ for every $q$, a nonzero eigenstate with $\psi(x+1,y+1)=e_K(1)\psi(x,y)$ exists exactly when

$$US=1,\qquad S=\frac1N\sum_q\frac1{E-\varepsilon_q}.$$

For $N=1$ this reads $E=2h(0)+U$, with $U\ne0$.

## Root searches and exact diagonalisation

For a two-electron Hubbard ring, the pair energies that differ from every $\varepsilon_q$ can be found by solving $US=1$ for $E$ at each $K$; the equivalence guarantees that the roots are exactly these energies. It also gives a check on exact diagonalisation in the two-particle sector with purely on-site interaction. Energies equal to some $\varepsilon_q$ need separate treatment.

## From a contact source to the pair equation

Substituting $r=x-z$ gives $\sum_z h(x-z)e_q(z)=\hat h(q)e_q(x)$. Also, $\sum_q e_q(x)=N\delta_{x,0}$. Define

$$G(x,y)=\frac1N\sum_q\frac{e_q(x)e_{K-q}(y)}{E-\varepsilon_q}.$$

Let $H_U$ be the Hamiltonian with on-site interaction $U$, so that $(H_U\psi)(x,y)=\sum_z h(x-z)\psi(z,y)+\sum_z h(y-z)\psi(x,z)+U\delta_{xy}\psi(x,y)$. Since $\varepsilon_q/(E-\varepsilon_q)=E/(E-\varepsilon_q)-1$ and $e_q(x)e_{K-q}(y)=e_K(y)e_q(x-y)$,

$$H_0G=EG-\delta_{xy}e_K(x).$$

On the diagonal $G(x,x)=e_K(x)S$, so

$$H_UG=EG+\delta_{xy}e_K(x)(US-1).$$

If $US=1$, then $G$ is an eigenstate. It is nonzero because $G(0,0)=S\ne0$, and each term acquires the phase $e_K(1)$ under a joint shift.

Conversely, repeated shifts give $\psi(x,y)=e_K(y)\phi(x-y)$ with $\phi(r)=\psi(r,0)$. Let $A(q)=\sum_r e_q(-r)\phi(r)$. At $y=0$, multiply the Schrödinger equation by $e_q(-x)$ and sum over $x$. The first hopping term gives $\hat h(q)A(q)$. The second gives

$$\sum_z h(-z)e_K(z)\sum_x e_q(-x)\phi(x-z)=\hat h(K-q)A(q).$$

The contact term gives $U\phi(0)$, hence

$$(E-\varepsilon_q)A(q)=U\psi(0,0).$$

Dividing and inverting the transform yields $\psi=U\psi(0,0)G$. A nonzero $\psi$ therefore has $\psi(0,0)\ne0$, and evaluation at the origin gives $US=1$.

## The Lean source

```lean
import Mathlib

open Finset

namespace TwoParticlesOnRing

noncomputable section

variable {N : ℕ} [NeZero N]

/-- The plane wave with wave number `k` on a ring of `N` sites, evaluated at site `x`. -/
def wave (k x : ZMod N) : ℂ := ZMod.stdAddChar (k * x)

/-- The one-particle band energy: the Fourier sum of the hopping amplitude `h`. -/
def band (h : ZMod N → ℂ) (k : ZMod N) : ℂ := ∑ r, h r * wave k (-r)

/-- The energy of two free particles with wave numbers `q` and `K - q`. -/
def pairEnergy (h : ZMod N → ℂ) (K q : ZMod N) : ℂ := band h q + band h (K - q)

/-- The two-particle Hamiltonian: each particle hops with amplitude `h`, and the
pair has interaction energy `U` when both particles are on the same site. -/
def hamiltonian (h : ZMod N → ℂ) (U : ℂ) (ψ : ZMod N → ZMod N → ℂ) (x y : ZMod N) : ℂ :=
  ∑ z, h (x - z) * ψ z y + ∑ z, h (y - z) * ψ x z + if x = y then U * ψ x y else 0

/-- The wave function `ψ` solves the Schrödinger equation at energy `E` and has total
wave number `K`: moving both particles by one site multiplies it by a Bloch phase. -/
structure IsPairState (h : ZMod N → ℂ) (U E : ℂ) (K : ZMod N)
    (ψ : ZMod N → ZMod N → ℂ) : Prop where
  bloch : ∀ x y, ψ (x + 1) (y + 1) = wave K 1 * ψ x y
  eigen : ∀ x y, hamiltonian h U ψ x y = E * ψ x y

/-- The free pair propagator from the contact point, at total wave number `K`, for an
energy `E` different from all free pair energies `pairEnergy h K q`. -/
def pairWave (h : ZMod N → ℂ) (E : ℂ) (K x y : ZMod N) : ℂ :=
  1 / (N : ℂ) * ∑ q, wave q x * wave (K - q) y / (E - pairEnergy h K q)

/-- For integers `k` and `x` the plane wave is `exp(2πi k x / N)`. -/
theorem wave_eq_exp (k x : ℤ) :
    wave (k : ZMod N) (x : ZMod N) =
      Complex.exp (2 * Real.pi * Complex.I * (k * x) / N) := by
  rw [wave, ← Int.cast_mul, ZMod.stdAddChar_coe, Int.cast_mul]

/-- The sum of all plane waves at site `x` is `N` at the origin and zero elsewhere. -/
theorem sum_wave (x : ZMod N) : ∑ q, wave q x = if x = 0 then (N : ℂ) else 0 := by
  have := AddChar.sum_mulShift x (ZMod.isPrimitive_stdAddChar N)
  simp only [wave]
  rw [this]
  split_ifs <;> simp [ZMod.card]

/-- Hopping multiplies a plane wave by its band energy. -/
theorem hop_wave (h : ZMod N → ℂ) (k x : ZMod N) :
    ∑ z, h (x - z) * wave k z = band h k * wave k x := by
  rw [band, sum_mul]
  refine Fintype.sum_equiv (Equiv.subLeft x) _ _ fun z => ?_
  have hw : wave k z = wave k (-(x - z)) * wave k x := by
    simp only [wave, ← AddChar.map_add_eq_mul]
    congr 1
    ring
  rw [Equiv.subLeft_apply, hw]
  ring

/-- With both particles on site `x`, the pair propagator is a plane wave of wave number
`K` times the average over `q` of `1 / (E - pairEnergy h K q)`. -/
theorem pairWave_diag (h : ZMod N → ℂ) (E : ℂ) (K x : ZMod N) :
    pairWave h E K x x =
      wave K x * (1 / (N : ℂ) * ∑ q, 1 / (E - pairEnergy h K q)) := by
  rw [pairWave, mul_left_comm (wave K x)]
  congr 1
  rw [mul_sum]
  refine sum_congr rfl fun q _ => ?_
  have hw : wave q x * wave (K - q) x = wave K x := by
    simp only [wave, ← AddChar.map_add_eq_mul]
    congr 1
    ring
  rw [hw]
  ring

/-- Away from the free pair energies, the pair propagator solves the free Schrödinger
equation with a source of total wave number `K` where the particles meet. -/
theorem free_pairWave (h : ZMod N → ℂ) (E : ℂ) (K : ZMod N)
    (hE : ∀ q, E ≠ pairEnergy h K q) (x y : ZMod N) :
    hamiltonian h 0 (pairWave h E K) x y =
      E * pairWave h E K x y - if x = y then wave K x else 0 := by
  have hN : (N : ℂ) ≠ 0 := Nat.cast_ne_zero.2 (NeZero.ne N)
  -- each hopping term acts on its own plane wave
  have h1 : ∑ z, h (x - z) * pairWave h E K z y = 1 / (N : ℂ) *
      ∑ q, band h q * (wave q x * wave (K - q) y / (E - pairEnergy h K q)) := by
    simp only [pairWave, mul_sum]
    rw [sum_comm]
    refine sum_congr rfl fun q _ => ?_
    calc _ = (∑ z, h (x - z) * wave q z) *
          (1 / (N : ℂ) * (wave (K - q) y / (E - pairEnergy h K q))) := by
          rw [sum_mul]
          exact sum_congr rfl fun z _ => by ring
      _ = _ := by rw [hop_wave]; ring
  have h2 : ∑ z, h (y - z) * pairWave h E K x z = 1 / (N : ℂ) *
      ∑ q, band h (K - q) * (wave q x * wave (K - q) y / (E - pairEnergy h K q)) := by
    simp only [pairWave, mul_sum]
    rw [sum_comm]
    refine sum_congr rfl fun q _ => ?_
    calc _ = (∑ z, h (y - z) * wave (K - q) z) *
          (1 / (N : ℂ) * (wave q x / (E - pairEnergy h K q))) := by
          rw [sum_mul]
          exact sum_congr rfl fun z _ => by ring
      _ = _ := by rw [hop_wave]; ring
  -- completeness produces the contact source
  have h3 : 1 / (N : ℂ) * ∑ q, wave q x * wave (K - q) y =
      if x = y then wave K x else 0 := by
    have hw : ∀ q, wave q x * wave (K - q) y = wave K y * wave q (x - y) := fun q => by
      simp only [wave, ← AddChar.map_add_eq_mul]
      congr 1
      ring
    rw [sum_congr rfl fun q _ => hw q, ← mul_sum, sum_wave]
    simp only [sub_eq_zero]
    split_ifs with hxy
    · subst hxy
      field_simp
    · ring
  have h4 : ∑ q, band h q * (wave q x * wave (K - q) y / (E - pairEnergy h K q)) +
      ∑ q, band h (K - q) * (wave q x * wave (K - q) y / (E - pairEnergy h K q)) =
      E * ∑ q, wave q x * wave (K - q) y / (E - pairEnergy h K q) -
        ∑ q, wave q x * wave (K - q) y := by
    rw [← sum_add_distrib, mul_sum, ← sum_sub_distrib]
    refine sum_congr rfl fun q _ => ?_
    have hD : E - pairEnergy h K q ≠ 0 := sub_ne_zero.2 (hE q)
    have hc := mul_div_cancel₀ (wave q x * wave (K - q) y) hD
    have hp : pairEnergy h K q = band h q + band h (K - q) := rfl
    generalize wave q x * wave (K - q) y / (E - pairEnergy h K q) = t at *
    linear_combination -hc - t * hp
  rw [← h3, hamiltonian, h1, h2, pairWave]
  simp only [zero_mul, ite_self, add_zero]
  linear_combination 1 / (N : ℂ) * h4

/-- A wave function with total wave number `K` is a plane wave in the position `y` of the
second particle times a function of the separation `x - y`. -/
theorem bloch_translate {K : ZMod N} {ψ : ZMod N → ZMod N → ℂ}
    (hψ : ∀ x y, ψ (x + 1) (y + 1) = wave K 1 * ψ x y) (x y : ZMod N) :
    ψ x y = wave K y * ψ (x - y) 0 := by
  have key : ∀ (n : ℕ) (a : ZMod N), ψ (a + n) n = wave K n * ψ a 0 := by
    intro n a
    induction n with
    | zero => simp [wave]
    | succ n ih =>
      rw [Nat.cast_succ, ← add_assoc, hψ, ih, ← mul_assoc]
      congr 1
      simp only [wave, ← AddChar.map_add_eq_mul]
      congr 1
      ring
  have := key y.val (x - y)
  rwa [ZMod.natCast_zmod_val, sub_add_cancel] at this

/-- Away from the free pair energies, every solution with total wave number `K` is the
pair propagator times `U` times the contact amplitude `ψ 0 0`. -/
theorem eq_pairWave {h : ZMod N → ℂ} {U E : ℂ} {K : ZMod N} {ψ : ZMod N → ZMod N → ℂ}
    (hE : ∀ q, E ≠ pairEnergy h K q) (hψ : IsPairState h U E K ψ) (x y : ZMod N) :
    ψ x y = U * ψ 0 0 * pairWave h E K x y := by
  have hN : (N : ℂ) ≠ 0 := Nat.cast_ne_zero.2 (NeZero.ne N)
  -- Fourier amplitudes of the relative motion
  obtain ⟨A, hA⟩ : ∃ A : ZMod N → ℂ, ∀ q, A q = ∑ r, wave q (-r) * ψ r 0 :=
    ⟨_, fun _ => rfl⟩
  have amp : ∀ q, (E - pairEnergy h K q) * A q = U * ψ 0 0 := by
    intro q
    have t1 : ∑ x, wave q (-x) * ∑ z, h (x - z) * ψ z 0 = band h q * A q := by
      rw [hA]
      simp only [mul_sum]
      rw [sum_comm]
      refine sum_congr rfl fun z _ => ?_
      rw [band, sum_mul]
      refine Fintype.sum_equiv (Equiv.subRight z) _ _ fun x => ?_
      have hw : wave q (-x) = wave q (-(x - z)) * wave q (-z) := by
        simp only [wave, ← AddChar.map_add_eq_mul]
        congr 1
        ring
      rw [Equiv.subRight_apply, hw]
      ring
    have shift : ∀ z, ∑ x, wave q (-x) * ψ (x - z) 0 = wave q (-z) * A q := by
      intro z
      rw [hA, mul_sum]
      refine Fintype.sum_equiv (Equiv.subRight z) _ _ fun x => ?_
      have hw : wave q (-x) = wave q (-z) * wave q (-(x - z)) := by
        simp only [wave, ← AddChar.map_add_eq_mul]
        congr 1
        ring
      rw [Equiv.subRight_apply, hw]
      ring
    have t2 : ∑ x, wave q (-x) * ∑ z, h (0 - z) * ψ x z = band h (K - q) * A q := by
      calc _ = ∑ z, h (0 - z) * wave K z * ∑ x, wave q (-x) * ψ (x - z) 0 := by
            simp only [mul_sum]
            rw [sum_comm]
            refine sum_congr rfl fun z _ => sum_congr rfl fun x _ => ?_
            rw [bloch_translate hψ.bloch x z]
            ring
        _ = ∑ z, h (0 - z) * wave (K - q) (-(0 - z)) * A q := by
            refine sum_congr rfl fun z _ => ?_
            have hw : wave K z * wave q (-z) = wave (K - q) (-(0 - z)) := by
              simp only [wave, ← AddChar.map_add_eq_mul]
              congr 1
              ring
            rw [shift]
            linear_combination h (0 - z) * A q * hw
        _ = _ := by
            rw [band, sum_mul]
            exact Fintype.sum_equiv (Equiv.subLeft 0) _ _ fun z => rfl
    have t3 : ∑ x, wave q (-x) * (if x = 0 then U * ψ x 0 else 0) = U * ψ 0 0 := by
      simp [wave]
    have t : ∑ x, wave q (-x) * hamiltonian h U ψ x 0 = E * A q := by
      rw [hA, mul_sum]
      refine sum_congr rfl fun x _ => ?_
      rw [hψ.eigen]
      ring
    simp only [hamiltonian, mul_add, sum_add_distrib] at t
    rw [t1, t2, t3] at t
    rw [pairEnergy]
    linear_combination -t
  -- Fourier inversion
  have inv : ∀ r, ∑ q, wave q r * A q = N * ψ r 0 := by
    intro r
    simp only [hA, mul_sum]
    rw [sum_comm]
    have hw : ∀ s, ∑ q, wave q r * (wave q (-s) * ψ s 0) =
        if r = s then (N : ℂ) * ψ s 0 else 0 := by
      intro s
      have hq : ∀ q, wave q r * (wave q (-s) * ψ s 0) = wave q (r - s) * ψ s 0 := by
        intro q
        rw [← mul_assoc]
        congr 1
        simp only [wave, ← AddChar.map_add_eq_mul]
        congr 1
        ring
      rw [sum_congr rfl fun q _ => hq q, ← sum_mul, sum_wave]
      simp only [sub_eq_zero, ite_mul, zero_mul]
    rw [sum_congr rfl fun s _ => hw s]
    simp
  have hsum : U * ψ 0 0 * ∑ q, wave q x * wave (K - q) y / (E - pairEnergy h K q) =
      wave K y * ∑ q, wave q (x - y) * A q := by
    rw [mul_sum, mul_sum]
    refine sum_congr rfl fun q _ => ?_
    have hD : E - pairEnergy h K q ≠ 0 := sub_ne_zero.2 (hE q)
    have hw : wave q x * wave (K - q) y = wave K y * wave q (x - y) := by
      simp only [wave, ← AddChar.map_add_eq_mul]
      congr 1
      ring
    rw [hw, ← amp q, ← mul_div_assoc, div_eq_iff hD]
    ring
  rw [inv] at hsum
  rw [bloch_translate hψ.bloch x y, pairWave, mul_left_comm, hsum]
  field_simp

/-- Quantisation condition for an interacting pair: at an energy `E` different from all
free pair energies, a nonzero eigenstate of total wave number `K` exists exactly when
`(U/N) ∑ 1 / (E - pairEnergy h K q) = 1`, summed over `q`. -/
theorem exists_pairState_iff (h : ZMod N → ℂ) (U E : ℂ) (K : ZMod N)
    (hE : ∀ q, E ≠ pairEnergy h K q) :
    (∃ ψ, ψ ≠ 0 ∧ IsPairState h U E K ψ) ↔
      U / (N : ℂ) * ∑ q, 1 / (E - pairEnergy h K q) = 1 := by
  have hw0 : wave K 0 = 1 := by simp [wave]
  have hd := pairWave_diag h E K 0
  rw [hw0, one_mul] at hd
  constructor
  · rintro ⟨ψ, hne, hψ⟩
    -- a state without contact amplitude would vanish
    have h00 : ψ 0 0 ≠ 0 := by
      intro h0
      apply hne
      funext x y
      rw [eq_pairWave hE hψ x y, h0]
      simp
    have hf := eq_pairWave hE hψ 0 0
    rw [hd] at hf
    apply mul_left_cancel₀ h00
    linear_combination -hf
  · intro hU
    refine ⟨pairWave h E K, ?_, ?_, ?_⟩
    · intro h0
      have hz : pairWave h E K 0 0 = 0 := by rw [h0]; rfl
      rw [hd] at hz
      have : (1 : ℂ) = 0 := by linear_combination U * hz - hU
      exact one_ne_zero this
    · intro x y
      rw [pairWave, pairWave, mul_left_comm (wave K 1)]
      congr 1
      rw [mul_sum]
      refine sum_congr rfl fun q _ => ?_
      have hw : wave q (x + 1) * wave (K - q) (y + 1) =
          wave K 1 * (wave q x * wave (K - q) y) := by
        simp only [wave, ← AddChar.map_add_eq_mul]
        congr 1
        ring
      rw [hw, mul_div_assoc]
    · intro x y
      -- the interaction cancels the contact source
      have hs : hamiltonian h U (pairWave h E K) x y =
          hamiltonian h 0 (pairWave h E K) x y +
            if x = y then U * pairWave h E K x y else 0 := by
        simp [hamiltonian]
      rw [hs, free_pairWave h E K hE]
      split_ifs with hxy
      · subst hxy
        rw [pairWave_diag]
        linear_combination wave K x * hU
      · ring

/-- Away from the free pair energies, every solution of total wave number `K` is
symmetric under exchange of the two particles. -/
theorem exchange_symmetric {h : ZMod N → ℂ} {U E : ℂ} {K : ZMod N}
    {ψ : ZMod N → ZMod N → ℂ} (hE : ∀ q, E ≠ pairEnergy h K q)
    (hψ : IsPairState h U E K ψ) (x y : ZMod N) : ψ x y = ψ y x := by
  rw [eq_pairWave hE hψ x y, eq_pairWave hE hψ y x]
  congr 1
  rw [pairWave, pairWave]
  congr 1
  -- exchange the wave numbers `q` and `K - q`
  refine Fintype.sum_equiv (Equiv.subLeft K) _ _ fun q => ?_
  simp only [Equiv.subLeft_apply, pairEnergy, sub_sub_cancel]
  rw [mul_comm (wave q x), add_comm (band h q)]

/-- Hopping with amplitude `-t` between the two sites of a dimer. -/
def dimerHop (t : ℂ) (r : ZMod 2) : ℂ := if r = 0 then 0 else -t

/-- Hubbard dimer: for `E² ≠ 4t²`, a nonzero two-particle eigenstate of total wave number
zero exists exactly when `E² - U E - 4t² = 0`. -/
theorem hubbard_dimer (t U E : ℂ) (hE : E ^ 2 ≠ 4 * t ^ 2) :
    (∃ ψ, ψ ≠ 0 ∧ IsPairState (dimerHop t) U E 0 ψ) ↔
      E ^ 2 - U * E - 4 * t ^ 2 = 0 := by
  have hs : ∀ f : ZMod 2 → ℂ, ∑ q, f q = f 0 + f 1 := fun f => Fin.sum_univ_two f
  have h10 : (1 : ZMod 2) ≠ 0 := by decide
  have hneg : (-1 : ZMod 2) = 1 := by decide
  have hw : wave (1 : ZMod 2) 1 = -1 := by
    have h1 := sum_wave (1 : ZMod 2)
    have h0 : wave (0 : ZMod 2) 1 = 1 := by simp [wave]
    rw [hs, if_neg h10, h0] at h1
    linear_combination h1
  -- the two band energies are `-t` and `t`
  have b0 : band (dimerHop t) 0 = -t := by
    rw [band, hs]
    simp [dimerHop, wave, h10]
  have b1 : band (dimerHop t) 1 = t := by
    rw [band, hs, hneg, hw]
    simp [dimerHop, h10]
  have p0 : pairEnergy (dimerHop t) 0 0 = -(2 * t) := by
    rw [pairEnergy, sub_zero, b0]
    ring
  have p1 : pairEnergy (dimerHop t) 0 1 = 2 * t := by
    rw [pairEnergy, zero_sub, hneg, b1]
    ring
  have ha : E + 2 * t ≠ 0 := fun h0 => hE (by linear_combination (E - 2 * t) * h0)
  have hb : E - 2 * t ≠ 0 := fun h0 => hE (by linear_combination (E + 2 * t) * h0)
  have hq : ∀ q, E ≠ pairEnergy (dimerHop t) 0 q := by
    intro q hq
    have h2 : ∀ q : ZMod 2, q = 0 ∨ q = 1 := by decide
    rcases h2 q with rfl | rfl
    · rw [p0] at hq
      exact ha (by linear_combination hq)
    · rw [p1] at hq
      exact hb (by linear_combination hq)
  have key : U / ((2 : ℕ) : ℂ) * (1 / (E + 2 * t) + 1 / (E - 2 * t)) - 1 =
      -(E ^ 2 - U * E - 4 * t ^ 2) / ((E + 2 * t) * (E - 2 * t)) := by
    rw [eq_div_iff (mul_ne_zero ha hb), div_add_div _ _ ha hb, sub_mul, mul_assoc,
      div_mul_cancel₀ _ (mul_ne_zero ha hb)]
    push_cast
    ring
  rw [exists_pairState_iff _ U E 0 hq, hs, p0, p1, sub_neg_eq_add,
    ← sub_eq_zero (b := (1 : ℂ)), key, div_eq_zero_iff, neg_eq_zero,
    or_iff_left (mul_ne_zero ha hb)]

end

end TwoParticlesOnRing
```

```lean
#print axioms TwoParticlesOnRing.wave_eq_exp
-- 'TwoParticlesOnRing.wave_eq_exp' depends on axioms: [propext, Classical.choice, Quot.sound]
#print axioms TwoParticlesOnRing.free_pairWave
-- 'TwoParticlesOnRing.free_pairWave' depends on axioms: [propext, Classical.choice, Quot.sound]
#print axioms TwoParticlesOnRing.exchange_symmetric
-- 'TwoParticlesOnRing.exchange_symmetric' depends on axioms: [propext, Classical.choice, Quot.sound]
#print axioms TwoParticlesOnRing.hubbard_dimer
-- 'TwoParticlesOnRing.hubbard_dimer' depends on axioms: [propext, Classical.choice, Quot.sound]
```

## Reading the theorems, and the states they leave out

`ZMod N` labels both sites and wave numbers; `wave`, `band` and `pairEnergy` are $e_q$, $\hat h$ and $\varepsilon_q$. `IsPairState` combines the Bloch and Schrödinger equations, while `ψ ≠ 0` is separate. The parameters `h`, `U` and `E` may be complex, and hermiticity is not assumed.

`hop_wave` and `sum_wave` supply the Fourier identities. `free_pairWave` derives the contact source for `pairWave`, which is $G$; `pairWave_diag` evaluates it on the diagonal. `bloch_translate` performs the repeated shifts by induction, and `eq_pairWave` carries out the transform and inversion. `exists_pairState_iff` joins both directions. Where a summation variable has to be changed, the proofs use `Fintype.sum_equiv`; the remaining algebra is done mostly by `ring`, `field_simp` and `linear_combination`.

`exchange_symmetric` substitutes $q\to K-q$ to show that every such solution is symmetric under exchange. For two electrons this is the orbital part of a spin singlet. `hubbard_dimer` recovers the opening quadratic.

The equivalence can fail without the restriction on $E$. On the dimer with $K=1$, both free pair energies are zero. The state $\psi(0,1)=-\psi(1,0)=1$, with zero diagonal entries, has $E=0$ for every $U$. Lean sets $1/0=0$, so the left side of the pair equation is $0$, not $1$.

`pairWave` is unnormalised; divide it by $\left(\sum_q|E-\varepsilon_q|^{-2}\right)^{1/2}$ for unit norm. This norm and the accuracy of a numerical root search lie beyond what was checked. Representing a real material by one orbital per site and a purely on-site interaction remains a physical assumption.
